# First moment of a dressed bubble with a finite-pole self-energy: a double commutator and a coupling term

Suppose one takes the polarisability to be a bubble of two dressed Green functions and trusts the double-commutator sum rule for its first moment. For a spatially uniform potential of unit strength the rule gives 0, but in a two-level model the bubble gives 144/25. The formula below identifies the missing term. It bears on GW calculations that use dressed Green functions without vertex corrections, here in a finite model whose self-energy has finitely many poles and is given, not computed from a screened interaction.

## Orthonormal eigenvectors with real energies

Let

\[
H=\begin{pmatrix}h&V\\V^*&D\end{pmatrix},\qquad u_a=\begin{pmatrix}f_a\\g_a\end{pmatrix},\qquad \Gamma=\sum_{a\in s}u_au_a^* .
\]

Here \(h\), the one-particle Hamiltonian with any static self-energy included, acts on the orbital space, \(D\) on auxiliary states that carry the self-energy's poles, and \(V\) couples the two. The \(u_a\) are the columns of \(U\), with energies \(E_a\); \(s\) is the set of occupied levels, and \(f_a\) is the Dyson orbital. The blocks of \(\Gamma\) needed later are \(\Gamma_{11}=\sum_{a\in s} f_af_a^*\) and \(\Gamma_{21}=\sum_{a\in s} g_af_a^*\).

In Lean, `n` labels orbitals, `m` labels auxiliary states and `n ⊕ m` labels both the rows of \(H\) and its eigenvectors. `bubbleMoment` is

\[
S=\sum_{a\in s}\sum_{b\notin s}(E_b-E_a)\,|\langle f_b,Af_a\rangle|^2 ,
\]

where the matrix \(A\) is the probe.

```lean
import Mathlib

open Matrix

namespace DressedBubbleSumRule

noncomputable section

variable {n m k : Type*} [Fintype n] [DecidableEq n] [Fintype m] [DecidableEq m]
  [Fintype k] [DecidableEq k]

/-- The commutator of two square matrices. -/
def comm (X Y : Matrix k k ℂ) : Matrix k k ℂ := X * Y - Y * X

/-- The block matrix that couples the orbital space (`h`) to the auxiliary
space (`D`) through `V`. -/
def dysonMatrix (h : Matrix n n ℂ) (V : Matrix n m ℂ) (D : Matrix m m ℂ) :
    Matrix (n ⊕ m) (n ⊕ m) ℂ := fromBlocks h V Vᴴ D

/-- The sum of `u uᴴ` over the occupied columns `u` of `U`. -/
def occProjector (U : Matrix k k ℂ) (s : Finset k) : Matrix k k ℂ :=
  U * diagonal (fun a => if a ∈ s then (1 : ℂ) else 0) * Uᴴ

/-- The Dyson orbital: the orbital-space part of a column of `U`. -/
def dysonOrbital (U : Matrix (n ⊕ m) (n ⊕ m) ℂ) (a : n ⊕ m) : n → ℂ :=
  fun i => U (Sum.inl i) a

/-- First moment of the dressed bubble for the probe `A`: transition energies from
occupied to empty poles, weighted by squared amplitudes between Dyson orbitals. -/
def bubbleMoment (E : n ⊕ m → ℝ) (U : Matrix (n ⊕ m) (n ⊕ m) ℂ)
    (s : Finset (n ⊕ m)) (A : Matrix n n ℂ) : ℝ :=
  ∑ a ∈ s, ∑ b ∈ sᶜ, (E b - E a) *
    Complex.normSq (star (dysonOrbital U b) ⬝ᵥ (A *ᵥ dysonOrbital U a))
```

The hypothesis `hU` says that the columns are orthonormal, and `hH` that they are eigenvectors with the energies `E`. Since `E` is real, the two together make \(H\) Hermitian. By hand they give the spectral resolution of \(H\); the proofs use them to pass to the eigenbasis.

Without `hU`, doubling every column would multiply \(S\) by 16 but \(\Gamma\) by only 4. Without `hH`, doubling the energies would double \(S\) and leave the commutators unchanged.

## Frequencies away from the poles

The hypotheses `hz` and `hD` keep the complex frequency \(z\) away from the energies \(E_a\) and the eigenvalues of \(D\). Without the first, a denominator in the Green function vanishes; without the second, the self-energy is undefined.

By hand, set \(R=\sum_a u_au_a^*/(z-E_a)\), so that \((z-H)R=1\). With \(G=R_{11}\), the first block column reads

\[
(z-h)G-VR_{21}=1,\qquad -V^*G+(z-D)R_{21}=0 .
\]

The second equation gives \(R_{21}=(z-D)^{-1}V^*G\), and the first becomes

\[
\bigl(z-h-V(z-D)^{-1}V^*\bigr)G=1 .
\]

This is the Dyson equation. In the proof, `hres` is the full resolvent identity, where `hz` is used, and `h21'` is the elimination, where `hD` is used.

```lean
/-- For orthonormal eigenvectors of the block matrix with energies `E`, and `z` away from these
energies and the eigenvalues of `D`, the sum of `f fᴴ / (z - E a)` over the Dyson orbitals `f`
solves the Dyson equation with self-energy `V (z - D)⁻¹ Vᴴ`. -/
theorem dyson_equation {h : Matrix n n ℂ} {V : Matrix n m ℂ} {D : Matrix m m ℂ}
    {U : Matrix (n ⊕ m) (n ⊕ m) ℂ} {E : n ⊕ m → ℝ} (hU : Uᴴ * U = 1)
    (hH : dysonMatrix h V D * U = U * diagonal (fun a => (E a : ℂ)))
    (z : ℂ) (hz : ∀ a, z ≠ E a) (hD : IsUnit (z • (1 : Matrix m m ℂ) - D).det) :
    (z • (1 : Matrix n n ℂ) - h - V * (z • (1 : Matrix m m ℂ) - D)⁻¹ * Vᴴ) *
      (∑ a, (z - E a)⁻¹ • vecMulVec (dysonOrbital U a) (star (dysonOrbital U a))) = 1 := by
  have hU' : U * Uᴴ = 1 := mul_eq_one_comm.mp hU
  obtain ⟨R, hR⟩ : ∃ R, R = U * diagonal (fun a => (z - E a)⁻¹) * Uᴴ := ⟨_, rfl⟩
  have hsum : (∑ a, (z - E a)⁻¹ • vecMulVec (dysonOrbital U a) (star (dysonOrbital U a)))
      = R.toBlocks₁₁ := by
    ext i j
    change _ = R (Sum.inl i) (Sum.inl j)
    rw [hR, Matrix.mul_apply, Matrix.sum_apply]
    refine Finset.sum_congr rfl fun a _ => ?_
    simp only [mul_diagonal, conjTranspose_apply, Matrix.smul_apply, vecMulVec_apply,
      dysonOrbital, Pi.star_apply, smul_eq_mul]
    ring
  -- the full resolvent, written in the eigenbasis
  have hzU : (z • 1 - dysonMatrix h V D) * U = U * diagonal (fun a => z - (E a : ℂ)) := by
    rw [Matrix.sub_mul, hH, Matrix.smul_mul, Matrix.one_mul]
    ext i j
    simp only [Matrix.sub_apply, Matrix.smul_apply, mul_diagonal, smul_eq_mul]
    ring
  have hd : diagonal (fun a => z - (E a : ℂ)) * diagonal (fun a => (z - (E a : ℂ))⁻¹) = 1 := by
    rw [diagonal_mul_diagonal, ← diagonal_one]
    congr 1
    funext a
    exact mul_inv_cancel₀ (sub_ne_zero.mpr (hz a))
  have hres : (z • 1 - dysonMatrix h V D) * R = 1 := by
    rw [hR, ← Matrix.mul_assoc, ← Matrix.mul_assoc, hzU, Matrix.mul_assoc U, hd,
      Matrix.mul_one, hU']
  have hb : z • 1 - dysonMatrix h V D = fromBlocks (z • 1 - h) (-V) (-Vᴴ) (z • 1 - D) := by
    ext (i | i) (j | j) <;> simp [dysonMatrix, Matrix.one_apply]
  -- eliminate the auxiliary block
  rw [hb, ← fromBlocks_toBlocks R, fromBlocks_multiply, ← fromBlocks_one,
    fromBlocks_inj] at hres
  obtain ⟨h11, -, h21, -⟩ := hres
  rw [Matrix.neg_mul, neg_add_eq_zero] at h21
  have h21' : R.toBlocks₂₁ = (z • 1 - D)⁻¹ * (Vᴴ * R.toBlocks₁₁) := by
    rw [h21, ← Matrix.mul_assoc, nonsing_inv_mul _ hD, Matrix.one_mul]
  rw [Matrix.neg_mul, ← sub_eq_add_neg, h21'] at h11
  rw [hsum, Matrix.sub_mul (z • 1 - h), Matrix.mul_assoc, Matrix.mul_assoc]
  exact h11
```

## A Hermitian probe

Hermiticity of \(A\) means that the probe is an observable, such as a real external potential. Put \(B=\mathrm{diag}(A,0)\) and \(M_{ba}=\langle u_b,Bu_a\rangle=\langle f_b,Af_a\rangle\). In the eigenbasis \([H,B]\) has elements \((E_b-E_a)M_{ba}\). Since \(M_{ab}M_{ba}=|M_{ba}|^2\),

\[
[B,[H,B]]_{aa}=2\sum_b(E_b-E_a)|M_{ba}|^2 .
\]

```lean
/-- For a Hermitian probe `M` in the energy basis, the diagonal of the double commutator is
twice the energy-weighted sum of transition strengths to all states. -/
theorem doubleComm_diag {M : Matrix k k ℂ} (hM : M.IsHermitian) (E : k → ℝ) (a : k) :
    comm M (comm (diagonal (fun b => (E b : ℂ))) M) a a =
      ((2 * ∑ b, (E b - E a) * Complex.normSq (M b a) : ℝ) : ℂ) := by
  unfold comm
  rw [Matrix.sub_apply, Matrix.mul_apply, Matrix.mul_apply, ← Finset.sum_sub_distrib]
  push_cast
  rw [Finset.mul_sum]
  refine Finset.sum_congr rfl fun b _ => ?_
  have h : M a b * M b a = (Complex.normSq (M b a) : ℂ) := by
    rw [Complex.normSq_eq_conj_mul_self, ← hM.apply a b, starRingEnd_apply]
  simp only [Matrix.sub_apply, diagonal_mul, mul_diagonal]
  linear_combination 2 * ((E b : ℂ) - E a) * h
```

Now sum over occupied \(a\). The terms with \(b\) also occupied cancel, because exchanging \(a\) and \(b\) reverses the energy difference and preserves \(|M_{ba}|^2\). The proof makes this exchange with `Finset.sum_comm`.

```lean
omit [Fintype k] [DecidableEq k] in
/-- For a Hermitian probe, the energy-weighted transitions among occupied states
cancel in pairs. -/
theorem occupied_cancel {M : Matrix k k ℂ} (hM : M.IsHermitian) (E : k → ℝ) (s : Finset k) :
    ∑ a ∈ s, ∑ b ∈ s, (E b - E a) * Complex.normSq (M b a) = 0 := by
  have h1 : ∑ a ∈ s, ∑ b ∈ s, (E b - E a) * Complex.normSq (M b a)
      = ∑ a ∈ s, ∑ b ∈ s, (E a - E b) * Complex.normSq (M a b) := Finset.sum_comm
  have h2 : ∑ a ∈ s, ∑ b ∈ s, (E a - E b) * Complex.normSq (M a b)
      = -∑ a ∈ s, ∑ b ∈ s, (E b - E a) * Complex.normSq (M b a) := by
    simp only [← Finset.sum_neg_distrib]
    refine Finset.sum_congr rfl fun a _ => Finset.sum_congr rfl fun b _ => ?_
    have hs : Complex.normSq (M a b) = Complex.normSq (M b a) := by
      rw [← hM.apply a b]
      exact Complex.normSq_conj _
    rw [hs]
    ring
  linarith
```

What remains is \(S=\tfrac12\mathrm{Tr}(\Gamma[B,[H,B]])\). In Lean, `hc` carries commutators to the eigenbasis, `ht` turns the trace into an occupied sum, and `hsplit` removes the cancelling terms.

```lean
/-- For orthonormal eigenvectors of `H` and a Hermitian probe `B`, the first moment of the
occupied-to-empty transitions is half the occupied trace of `[B,[H,B]]`. -/
theorem moment_eq_trace {H B U : Matrix k k ℂ} {E : k → ℝ} (hU : Uᴴ * U = 1)
    (hH : H * U = U * diagonal (fun a => (E a : ℂ))) (hB : B.IsHermitian) (s : Finset k) :
    ((∑ a ∈ s, ∑ b ∈ sᶜ, (E b - E a) * Complex.normSq ((Uᴴ * B * U) b a) : ℝ) : ℂ) =
      trace (occProjector U s * comm B (comm H B)) / 2 := by
  have hU' : U * Uᴴ = 1 := mul_eq_one_comm.mp hU
  have hM : (Uᴴ * B * U).IsHermitian := isHermitian_conjTranspose_mul_mul U hB
  -- commutators are carried over to the eigenbasis
  have hm : ∀ X Y : Matrix k k ℂ, Uᴴ * (X * Y) * U = (Uᴴ * X * U) * (Uᴴ * Y * U) := by
    intro X Y
    calc Uᴴ * (X * Y) * U = Uᴴ * X * 1 * Y * U := by
          simp only [Matrix.mul_assoc, Matrix.one_mul]
      _ = Uᴴ * X * (U * Uᴴ) * Y * U := by rw [hU']
      _ = _ := by simp only [Matrix.mul_assoc]
  have hc : ∀ X Y : Matrix k k ℂ,
      Uᴴ * comm X Y * U = comm (Uᴴ * X * U) (Uᴴ * Y * U) := by
    intro X Y
    unfold comm
    rw [Matrix.mul_sub, Matrix.sub_mul, hm, hm]
  have he : Uᴴ * H * U = diagonal (fun a => (E a : ℂ)) := by
    rw [Matrix.mul_assoc, hH, ← Matrix.mul_assoc, hU, Matrix.one_mul]
  have ht : ∀ X : Matrix k k ℂ,
      trace (occProjector U s * X) = ∑ a ∈ s, (Uᴴ * X * U) a a := by
    intro X
    rw [occProjector, Matrix.mul_assoc, Matrix.mul_assoc, trace_mul_comm, Matrix.mul_assoc]
    simp only [trace, diag_apply, diagonal_mul, ite_mul, one_mul, zero_mul,
      Finset.sum_ite_mem, Finset.univ_inter]
  rw [ht, hc, hc, he, Finset.sum_congr rfl fun a _ => doubleComm_diag hM E a,
    ← Complex.ofReal_sum, ← Finset.mul_sum]
  have hsplit : ∑ a ∈ s, ∑ b, (E b - E a) * Complex.normSq ((Uᴴ * B * U) b a)
      = ∑ a ∈ s, ∑ b ∈ sᶜ, (E b - E a) * Complex.normSq ((Uᴴ * B * U) b a) := by
    simp only [← Finset.sum_add_sum_compl s, Finset.sum_add_distrib]
    rw [occupied_cancel hM E s, zero_add]
  rw [hsplit, Complex.ofReal_mul, Complex.ofReal_ofNat]
  ring
```

Block multiplication gives

\[
[H,B]=\begin{pmatrix}[h,A]&-AV\\V^*A&0\end{pmatrix},\qquad
[B,[H,B]]=\begin{pmatrix}[A,[h,A]]&-A^2V\\-V^*A^2&0\end{pmatrix}.
\]

Because \(\Gamma_{12}=\Gamma_{21}^*\), the two off-diagonal traces are complex conjugates and add to twice a real part. Hence

\[
S=\tfrac12\mathrm{Tr}\bigl(\Gamma_{11}[A,[h,A]]\bigr)-\mathrm{Re}\,\mathrm{Tr}(\Gamma_{21}A^2V).
\]

The steps `hcomm`, `hconj` and `htr` are the block commutator, the conjugation and the trace.

In GW, \(h\) contains the nonlocal exchange, which in general does not commute with a local potential. The first term then includes an exchange part that the exact sum rule for a local potential does not have. For a uniform potential this part is zero.

Without Hermiticity the formula can fail. Take \(V=0\), \(h=\mathrm{diag}(0,1)\), the lower orbital level occupied and all auxiliary levels empty, and let \(A\) be the operator that raises the lower orbital to the upper. Then \(S=1\), but \([h,A]=A\) and \(A^2=0\), so the right side is 0.

```lean
/-- For orthonormal eigenvectors of the block matrix and a Hermitian probe `A`, the first
moment of the dressed bubble is the double-commutator term plus a term from `V`. -/
theorem bubbleMoment_eq {h : Matrix n n ℂ} {V : Matrix n m ℂ} {D : Matrix m m ℂ}
    {U : Matrix (n ⊕ m) (n ⊕ m) ℂ} {E : n ⊕ m → ℝ} (hU : Uᴴ * U = 1)
    (hH : dysonMatrix h V D * U = U * diagonal (fun a => (E a : ℂ)))
    {A : Matrix n n ℂ} (hA : A.IsHermitian) (s : Finset (n ⊕ m)) :
    (bubbleMoment E U s A : ℂ) =
      trace ((occProjector U s).toBlocks₁₁ * comm A (comm h A)) / 2 -
        ((trace ((occProjector U s).toBlocks₂₁ * (A * A * V))).re : ℂ) := by
  have hB : (fromBlocks A 0 0 (0 : Matrix m m ℂ)).IsHermitian := by
    rw [Matrix.IsHermitian, fromBlocks_conjTranspose, hA.eq]
    simp only [conjTranspose_zero]
  have hamp : ∀ a b, (Uᴴ * fromBlocks A 0 0 (0 : Matrix m m ℂ) * U) b a =
      star (dysonOrbital U b) ⬝ᵥ (A *ᵥ dysonOrbital U a) := by
    intro a b
    rw [Matrix.mul_assoc]
    simp [Matrix.mul_apply, dotProduct, mulVec, dysonOrbital, Fintype.sum_sum_type]
  have hmom := moment_eq_trace hU hH hB s
  simp only [hamp] at hmom
  -- the double commutator in block form
  have hcomm : comm (fromBlocks A 0 0 0) (comm (dysonMatrix h V D) (fromBlocks A 0 0 0)) =
      fromBlocks (comm A (comm h A)) (-(A * A * V)) (-(Vᴴ * A * A)) 0 := by
    simp [comm, dysonMatrix, sub_eq_add_neg, fromBlocks_multiply, fromBlocks_neg,
      fromBlocks_add, Matrix.mul_assoc]
  have hP : (occProjector U s).IsHermitian := by
    refine isHermitian_mul_mul_conjTranspose U ?_
    rw [Matrix.IsHermitian, diagonal_conjTranspose]
    congr 1
    funext a
    by_cases ha : a ∈ s <;> simp [ha]
  rw [hcomm] at hmom
  generalize occProjector U s = P at hmom hP ⊢
  have h12 : P.toBlocks₁₂ = P.toBlocks₂₁ᴴ := by
    ext i j
    exact (hP.apply (Sum.inl i) (Sum.inr j)).symm
  -- the two off-diagonal traces are complex conjugates
  have hconj : trace (P.toBlocks₁₂ * (Vᴴ * A * A)) =
      star (trace (P.toBlocks₂₁ * (A * A * V))) := by
    rw [← trace_conjTranspose, conjTranspose_mul, conjTranspose_mul, conjTranspose_mul,
      hA.eq, h12, trace_mul_comm, Matrix.mul_assoc Vᴴ A A]
  have htr : trace (P * fromBlocks (comm A (comm h A)) (-(A * A * V)) (-(Vᴴ * A * A)) 0) =
      trace (P.toBlocks₁₁ * comm A (comm h A)) - trace (P.toBlocks₁₂ * (Vᴴ * A * A))
        - trace (P.toBlocks₂₁ * (A * A * V)) := by
    have hblock : ∀ (a : Matrix n n ℂ) (b : Matrix n m ℂ) (c : Matrix m n ℂ)
        (d : Matrix m m ℂ), trace (fromBlocks a b c d) = trace a + trace d := by
      intro a b c d
      simp [trace, Fintype.sum_sum_type]
    conv_lhs => rw [← fromBlocks_toBlocks P]
    rw [fromBlocks_multiply, hblock]
    simp only [Matrix.mul_zero, add_zero, trace_add, Matrix.mul_neg, trace_neg]
    ring
  have hre := Complex.add_conj (trace (P.toBlocks₂₁ * (A * A * V)))
  rw [starRingEnd_apply] at hre
  push_cast at hre
  rw [htr, hconj] at hmom
  unfold bubbleMoment
  rw [hmom]
  linear_combination (-1 / 2 : ℂ) * hre
```

The uniform probe \(A=1\) is Hermitian and commutes with \(h\), which leaves \(S=-\mathrm{Re}\,\mathrm{Tr}(\Gamma_{21}V)\).

```lean
/-- For orthonormal eigenvectors of the block matrix with energies `E` and a spatially uniform
probe, the first moment of the dressed bubble consists of the coupling term alone. -/
theorem uniform_moment {h : Matrix n n ℂ} {V : Matrix n m ℂ} {D : Matrix m m ℂ}
    {U : Matrix (n ⊕ m) (n ⊕ m) ℂ} {E : n ⊕ m → ℝ} (hU : Uᴴ * U = 1)
    (hH : dysonMatrix h V D * U = U * diagonal (fun a => (E a : ℂ))) (s : Finset (n ⊕ m)) :
    bubbleMoment E U s 1 = -(trace ((occProjector U s).toBlocks₂₁ * V)).re := by
  have key := bubbleMoment_eq hU hH (A := 1) Matrix.isHermitian_one s
  have h0 : comm (1 : Matrix n n ℂ) (comm h 1) = 0 := by simp [comm]
  rw [h0, Matrix.mul_zero, trace_zero, zero_div, zero_sub, Matrix.one_mul,
    Matrix.one_mul] at key
  exact_mod_cast key
```

## Occupied levels below empty ones

The formula for \(S\) holds for any choice of \(s\). The hypothesis `gap` adds that every occupied level lies strictly below every empty one, as in a ground-state filling with a gap. For \(A=1\), each term \((E_b-E_a)|\langle f_b,f_a\rangle|^2\) is then non-negative, so the sum vanishes exactly when every overlap does. The proof applies `Finset.sum_eq_zero_iff_of_nonneg` to the outer and then the inner sum, and cancels the positive energy difference.

Without the gap, a zero moment need not mean orthogonality: for \(V=0\) and \(h=D\), both one-dimensional, the degenerate eigenvectors can be mixed so that their Dyson orbitals overlap while \(S=0\).

```lean
/-- For orthonormal eigenvectors of the block matrix with energies `E`, if all occupied levels lie
below all empty ones, the coupling term for a uniform probe vanishes exactly when every occupied
Dyson orbital is orthogonal to every empty one. -/
theorem uniform_violation_eq_zero_iff {h : Matrix n n ℂ} {V : Matrix n m ℂ}
    {D : Matrix m m ℂ} {U : Matrix (n ⊕ m) (n ⊕ m) ℂ} {E : n ⊕ m → ℝ} (hU : Uᴴ * U = 1)
    (hH : dysonMatrix h V D * U = U * diagonal (fun a => (E a : ℂ))) (s : Finset (n ⊕ m))
    (gap : ∀ a ∈ s, ∀ b ∈ sᶜ, E a < E b) :
    (trace ((occProjector U s).toBlocks₂₁ * V)).re = 0 ↔
      ∀ a ∈ s, ∀ b ∈ sᶜ, star (dysonOrbital U b) ⬝ᵥ dysonOrbital U a = 0 := by
  have hnn : ∀ a ∈ s, ∀ b ∈ sᶜ, 0 ≤ (E b - E a) *
      Complex.normSq (star (dysonOrbital U b) ⬝ᵥ dysonOrbital U a) := fun a ha b hb =>
    mul_nonneg (sub_nonneg.mpr (gap a ha b hb).le) (Complex.normSq_nonneg _)
  rw [← neg_eq_zero, ← uniform_moment hU hH s]
  simp only [bubbleMoment, Matrix.one_mulVec]
  rw [Finset.sum_eq_zero_iff_of_nonneg fun a ha => Finset.sum_nonneg (hnn a ha)]
  refine forall₂_congr fun a ha => ?_
  rw [Finset.sum_eq_zero_iff_of_nonneg (hnn a ha)]
  refine forall₂_congr fun b hb => ?_
  rw [mul_eq_zero, Complex.normSq_eq_zero]
  exact or_iff_right (sub_pos.mpr (gap a ha b hb)).ne'
```

## Two levels with moment 144/25

For \(h=16\), \(V=12\), \(D=9\), the normalised eigenvectors are \((3/5,-4/5)\) at energy 0 and \((4/5,3/5)\) at energy 25. With the lower level occupied, the Dyson orbitals overlap by \(12/25\), so \(S=25\,(12/25)^2=144/25\). The double commutator is zero, and the whole moment comes from the coupling: \(\Gamma_{21}=-12/25\), and \(-\Gamma_{21}V=144/25\).

```lean
/-- Orthonormal eigenvectors of the two-level example, as columns. -/
def exU : Matrix (Fin 1 ⊕ Fin 1) (Fin 1 ⊕ Fin 1) ℂ :=
  fromBlocks !![3 / 5] !![4 / 5] !![-4 / 5] !![3 / 5]

/-- Energies 0 and 25 of the two-level example. -/
def exE : Fin 1 ⊕ Fin 1 → ℝ := Sum.elim (fun _ => 0) (fun _ => 25)
```

The final theorem checks `hU` and `hH` for these matrices, then the vanishing commutator and the moment.

```lean
/-- With `h = 16`, `V = 12`, `D = 9` and the lower level occupied, the double commutator of
the uniform probe is zero, yet the first moment of the dressed bubble is 144/25. -/
theorem bubbleMoment_witness :
    exUᴴ * exU = 1 ∧
    dysonMatrix !![16] !![12] !![9] * exU = exU * diagonal (fun a => (exE a : ℂ)) ∧
    comm (1 : Matrix (Fin 1) (Fin 1) ℂ) (comm !![16] 1) = 0 ∧
    bubbleMoment exE exU {Sum.inl 0} 1 = 144 / 25 := by
  refine ⟨?_, ?_, by simp [comm], ?_⟩
  · have h3 : (starRingEnd ℂ) 3 = 3 := map_ofNat (starRingEnd ℂ) 3
    have h4 : (starRingEnd ℂ) 4 = 4 := map_ofNat (starRingEnd ℂ) 4
    have h5 : (starRingEnd ℂ) 5 = 5 := map_ofNat (starRingEnd ℂ) 5
    ext (i | i) (j | j) <;> fin_cases i <;> fin_cases j <;>
      simp [exU, Matrix.mul_apply, Fintype.sum_sum_type] <;> norm_num [h3, h4, h5]
  · ext (i | i) (j | j) <;> fin_cases i <;> fin_cases j <;>
      simp [exU, exE, dysonMatrix, Matrix.mul_apply, Fintype.sum_sum_type,
        Matrix.diagonal_apply] <;> norm_num
  · have hc : ({Sum.inl 0} : Finset (Fin 1 ⊕ Fin 1))ᶜ = {Sum.inr 0} := by decide
    have hf : star (dysonOrbital exU (Sum.inr 0)) ⬝ᵥ
        ((1 : Matrix (Fin 1) (Fin 1) ℂ) *ᵥ dysonOrbital exU (Sum.inl 0)) =
        ((12 / 25 : ℝ) : ℂ) := by
      simp [dysonOrbital, exU, dotProduct]
      norm_num
    rw [bubbleMoment, hc, Finset.sum_singleton, Finset.sum_singleton, hf,
      Complex.normSq_ofReal]
    norm_num [exE]

end

end DressedBubbleSumRule
```

```lean
#print axioms DressedBubbleSumRule.dyson_equation
#print axioms DressedBubbleSumRule.bubbleMoment_eq
#print axioms DressedBubbleSumRule.uniform_violation_eq_zero_iff
```

```
'DressedBubbleSumRule.dyson_equation' depends on axioms: [propext, Classical.choice, Quot.sound]
'DressedBubbleSumRule.bubbleMoment_eq' depends on axioms: [propext, Classical.choice, Quot.sound]
'DressedBubbleSumRule.uniform_violation_eq_zero_iff' depends on axioms: [propext, Classical.choice, Quot.sound]
```
